# With all virtual levels above all occupied ones, $\chi_0$ annihilates exactly the potentials with no occupied–virtual matrix elements

To get a self-consistent RPA potential on a grid, I solve a linear equation $\chi_0 v = b$, where $\chi_0$ is the static response of the independent particles. I know that a constant shift of $v$ changes nothing, so I project the constants out. With few virtual orbitals the remaining matrix is still singular. Is that a bug, or can a potential that really varies in space produce no density response?

## Which potentials are invisible

It can. If every virtual level lies above every occupied level, $\chi_0 v=0$ holds exactly when all occupied–virtual matrix elements of $v$ vanish. If the occupied orbitals are also orthogonal to the virtual ones, constants are among these potentials. They are the only ones if, in addition, the orbitals are complete on the grid and nonzero density-matrix elements link all its points. A truncated virtual space loses that guarantee, and a potential that is invisible only because of the truncation does change the density once all virtual orbitals are kept.

In this finite, static, independent-particle model, the kernel of $\chi_0$ is therefore the freedom left in the potential of your equation: two solutions differ by an element of it.

## From the sum over states to the kernel

Let $\phi_i(x)$ be the real occupied orbitals with levels $e_i$, and $\psi_a(x)$ the real virtual orbitals with levels $\varepsilon_a>e_i$. Define

$$v_{ia}=\sum_x \phi_i(x)v(x)\psi_a(x),$$

$$\chi_0(x,y)=-4\sum_{ia}\frac{\phi_i(x)\psi_a(x)\phi_i(y)\psi_a(y)}{\varepsilon_a-e_i}.$$

The factor 4 combines two spins with the two equal terms in the first-order change of $\phi_i^2$. Exchanging $x$ and $y$ leaves $\chi_0$ unchanged, so it is symmetric. Summing over $y$ gives

$$(\chi_0v)(x)=-4\sum_{ia}\frac{\phi_i(x)\psi_a(x)\,v_{ia}}{\varepsilon_a-e_i}.$$

Multiplying by $v(x)$ and summing over $x$ produces a second factor $v_{ia}$:

$$\sum_x v(x)(\chi_0v)(x)=-4\sum_{ia}\frac{v_{ia}^2}{\varepsilon_a-e_i}\le 0.$$

Hence $\chi_0$ is negative semidefinite. If $\chi_0v=0$, the left side is zero. The terms $v_{ia}^2/(\varepsilon_a-e_i)$ are nonnegative, so each one vanishes, and so does every $v_{ia}$. Conversely, if all $v_{ia}$ vanish, the formula for $\chi_0v$ gives zero. For a constant $v=c$, orthogonality gives $v_{ia}=c\sum_x\phi_i(x)\psi_a(x)=0$.

For the rank, write $\chi_0=MN$ with

$$M_{x,ia}=\phi_i(x)\psi_a(x),\qquad N_{ia,y}=-\frac{4\,\phi_i(y)\psi_a(y)}{\varepsilon_a-e_i}.$$

The intermediate index runs over $N_{\rm occ}N_{\rm virt}$ pairs, which bounds the rank. Rank–nullity, which I add to the checked theorems here, then explains your singular matrix: if $N_{\rm occ}N_{\rm virt}$ is smaller than the number of grid points minus one, some nonconstant potential must be in the kernel.

## Links through the density matrix

Collect the orbitals as rows of matrices $\phi$ and $\psi$, and set $P=\phi^T\phi$, $Q=\psi^T\psi$ and $D=\mathrm{diag}(v)$. Assume $\phi\psi^T=0$ and $P+Q=1$. If all $v_{ia}$ vanish, then $\phi D\psi^T=0$ and

$$PD=PD(P+Q)=PDP+\phi^T(\phi D\psi^T)\psi=PDP.$$

Transposing gives $DP=PDP$, so $PD=DP$. The $(x,y)$ entry reads $P_{xy}v(y)=v(x)P_{xy}$. Thus $v(x)=v(y)$ whenever $P_{xy}\ne0$.

Conversely, suppose that $v$ agrees across all such links. Then $PD=DP$ entry by entry. Also $\phi P=\phi(P+Q)-\phi\psi^T\psi=\phi$, so

$$\phi D\psi^T=\phi PD\psi^T=\phi DP\psi^T=\phi D\phi^T(\phi\psi^T)=0.$$

If chains of links connect every pair of points, equality of $v$ passes along each chain and $v$ is constant. Constants in turn satisfy the link condition trivially.

Two sites show both cases. For $\phi=(3/5,4/5)$ and $\psi=(-4/5,3/5)$, the off-diagonal element of $P$ is $12/25$, and only constants are invisible. For $\phi=(1,0)$ and $\psi=(0,1)$ it is zero. The product $\phi(x)\psi(x)$ then vanishes on both sites, so $\chi_0=0$ and even a potential difference between the sites moves no charge to first order.

## What the Lean statements say

The finite types `X`, `O` and `V` label grid points, occupied orbitals and virtual orbitals. The matrices `φ` and `ψ` hold the orbitals as rows; `e` and `ε` are the occupied and virtual levels. `transitionElement` is $v_{ia}$, and `chi0` is the explicit sum above. Grid sums carry no volume element, so on a uniform grid its square root is absorbed into the orbital values.

The hypothesis `gap` puts every virtual level strictly above every occupied one, as in a closed-shell system with a nonzero gap. `orth` says that occupied and virtual orbitals are orthogonal. `complete` says that together they resolve the identity on the grid, which for orthonormal orbitals means keeping as many orbitals as there are grid points. Normalisation is not a separate hypothesis anywhere.

`chi0_structure` needs only `gap` and `orth`. It gives symmetry, the sign, the kernel, the constants and the rank bound. `chi0_kernel_iff_density` adds `complete` and gives the link criterion. `chi0_kernel_constant` adds `connected`, in which `Relation.ReflTransGen` means a chain of zero or more links. The matrix `φᵀ * φ`, called the density matrix in the file, is the one for a single spin, half the usual closed-shell matrix; the links are the same for both.

The orbitals and levels are given data, with no Hamiltonian behind them. For orthonormal orbitals that are complete on the grid, first-order perturbation theory identifies `chi0` with the derivative of the density with respect to the potential. With a truncated virtual space, `chi0` is in general that derivative only for orbitals confined to the span of the retained ones. The model is also restricted to a finite grid, real orbitals, fixed double occupation and a static perturbation.

```lean
import Mathlib

open Matrix

namespace IndependentParticleResponse

noncomputable section

variable {X O V : Type*} [Fintype X] [Fintype O] [Fintype V]

/-- The matrix element of the local potential `v` between occupied orbital `i` and virtual
orbital `a`; orbitals are the rows of `φ` and `ψ`, grid points the columns. -/
def transitionElement (φ : Matrix O X ℝ) (ψ : Matrix V X ℝ) (v : X → ℝ) (i : O) (a : V) : ℝ :=
  ∑ x, φ i x * v x * ψ a x

/-- The static closed-shell response function of independent particles, as a sum over
occupied-virtual pairs, for levels with `ε a ≠ e i`. -/
def chi0 (φ : Matrix O X ℝ) (ψ : Matrix V X ℝ) (e : O → ℝ) (ε : V → ℝ) : Matrix X X ℝ :=
  Matrix.of fun x y => -4 * ∑ i, ∑ a, φ i x * ψ a x * φ i y * ψ a y / (ε a - e i)

/-- The density response to `v` is minus four times the sum of orbital products weighted by the
transition elements of `v` over the level differences. -/
theorem chi0_mulVec (φ : Matrix O X ℝ) (ψ : Matrix V X ℝ) (e : O → ℝ) (ε : V → ℝ)
    (v : X → ℝ) (x : X) :
    (chi0 φ ψ e ε *ᵥ v) x =
      -4 * ∑ i, ∑ a, φ i x * ψ a x * transitionElement φ ψ v i a / (ε a - e i) := by
  simp only [chi0, Matrix.mulVec, dotProduct, Matrix.of_apply, transitionElement,
    Finset.mul_sum, Finset.sum_mul, Finset.sum_div]
  refine Finset.sum_comm.trans (Finset.sum_congr rfl fun i _ =>
    Finset.sum_comm.trans (Finset.sum_congr rfl fun a _ =>
      Finset.sum_congr rfl fun y _ => ?_))
  ring

/-- The quadratic form of the response function is minus four times the sum of squared
transition elements over level differences. -/
theorem chi0_quadratic (φ : Matrix O X ℝ) (ψ : Matrix V X ℝ) (e : O → ℝ) (ε : V → ℝ)
    (v : X → ℝ) :
    v ⬝ᵥ (chi0 φ ψ e ε *ᵥ v) =
      -4 * ∑ i, ∑ a, transitionElement φ ψ v i a ^ 2 / (ε a - e i) := by
  have key : ∀ i a (m : ℝ), transitionElement φ ψ v i a * m =
      ∑ x, v x * (φ i x * ψ a x * m) := by
    intro i a m
    rw [transitionElement, Finset.sum_mul]
    exact Finset.sum_congr rfl fun x _ => by ring
  simp only [dotProduct, chi0_mulVec, Finset.mul_sum]
  refine Finset.sum_comm.trans (Finset.sum_congr rfl fun i _ =>
    Finset.sum_comm.trans (Finset.sum_congr rfl fun a _ => ?_))
  -- for a fixed pair, the grid sum rebuilds the second transition element
  calc _ = ∑ x, v x * (φ i x * ψ a x *
          (-4 * transitionElement φ ψ v i a / (ε a - e i))) :=
        Finset.sum_congr rfl fun x _ => by ring
    _ = transitionElement φ ψ v i a * (-4 * transitionElement φ ψ v i a / (ε a - e i)) :=
        (key i a _).symm
    _ = _ := by ring

/-- If every virtual level lies above every occupied level, a potential produces no density
response exactly when all its occupied-virtual matrix elements vanish. -/
theorem chi0_kernel_iff (φ : Matrix O X ℝ) (ψ : Matrix V X ℝ) (e : O → ℝ) (ε : V → ℝ)
    (gap : ∀ i a, e i < ε a) (v : X → ℝ) :
    chi0 φ ψ e ε *ᵥ v = 0 ↔ ∀ i a, transitionElement φ ψ v i a = 0 := by
  constructor
  · intro h i a
    have hq := chi0_quadratic φ ψ e ε v
    rw [h, dotProduct_zero] at hq
    have hs : ∑ i, ∑ a, transitionElement φ ψ v i a ^ 2 / (ε a - e i) = 0 := by linarith
    have hn : ∀ i a, 0 ≤ transitionElement φ ψ v i a ^ 2 / (ε a - e i) := fun i a =>
      div_nonneg (sq_nonneg _) (sub_nonneg.2 (gap i a).le)
    -- a vanishing sum of nonnegative terms vanishes term by term
    have h1 := (Finset.sum_eq_zero_iff_of_nonneg
      (fun i _ => Finset.sum_nonneg fun a _ => hn i a)).1 hs i (Finset.mem_univ i)
    have h2 := (Finset.sum_eq_zero_iff_of_nonneg (fun a _ => hn i a)).1 h1 a
      (Finset.mem_univ a)
    have h3 := (div_eq_zero_iff.1 h2).resolve_right (sub_pos.2 (gap i a)).ne'
    exact (pow_eq_zero_iff two_ne_zero).1 h3
  · intro h
    ext x
    rw [chi0_mulVec]
    simp [h]

/-- The rank of the response function is at most the number of occupied-virtual pairs. -/
theorem chi0_rank_le (φ : Matrix O X ℝ) (ψ : Matrix V X ℝ) (e : O → ℝ) (ε : V → ℝ) :
    (chi0 φ ψ e ε).rank ≤ Fintype.card O * Fintype.card V := by
  -- factor the response through the space of pairs
  let M : Matrix X (O × V) ℝ := Matrix.of fun x p => φ p.1 x * ψ p.2 x
  let N : Matrix (O × V) X ℝ :=
    Matrix.of fun p y => -4 * (φ p.1 y * ψ p.2 y) / (ε p.2 - e p.1)
  have h : chi0 φ ψ e ε = M * N := by
    ext x y
    simp only [M, N, chi0, Matrix.mul_apply, Matrix.of_apply, Fintype.sum_prod_type,
      Finset.mul_sum]
    refine Finset.sum_congr rfl fun i _ => Finset.sum_congr rfl fun a _ => ?_
    ring
  rw [h, ← Fintype.card_prod]
  exact (Matrix.rank_mul_le_left M N).trans (Matrix.rank_le_card_width M)

/-- For occupied orbitals orthogonal to the virtual ones and lying below them in energy, the
response function is symmetric and negative semidefinite, its kernel consists of the potentials
without occupied-virtual elements, constants lie in it, and the rank is at most the number of
occupied-virtual pairs. -/
theorem chi0_structure (φ : Matrix O X ℝ) (ψ : Matrix V X ℝ) (e : O → ℝ) (ε : V → ℝ)
    (gap : ∀ i a, e i < ε a) (orth : φ * ψᵀ = 0) :
    (chi0 φ ψ e ε).IsSymm ∧
    (∀ v, v ⬝ᵥ (chi0 φ ψ e ε *ᵥ v) ≤ 0) ∧
    (∀ v, chi0 φ ψ e ε *ᵥ v = 0 ↔ ∀ i a, transitionElement φ ψ v i a = 0) ∧
    (∀ c : ℝ, chi0 φ ψ e ε *ᵥ (fun _ => c) = 0) ∧
    (chi0 φ ψ e ε).rank ≤ Fintype.card O * Fintype.card V := by
  refine ⟨Matrix.IsSymm.ext fun x y => ?_, fun v => ?_, chi0_kernel_iff φ ψ e ε gap,
    fun c => (chi0_kernel_iff φ ψ e ε gap _).2 fun i a => ?_, chi0_rank_le φ ψ e ε⟩
  · simp only [chi0, Matrix.of_apply, Finset.mul_sum]
    refine Finset.sum_congr rfl fun i _ => Finset.sum_congr rfl fun a _ => ?_
    ring
  · rw [chi0_quadratic]
    have : 0 ≤ ∑ i, ∑ a, transitionElement φ ψ v i a ^ 2 / (ε a - e i) :=
      Finset.sum_nonneg fun i _ => Finset.sum_nonneg fun a _ =>
        div_nonneg (sq_nonneg _) (sub_nonneg.2 (gap i a).le)
    linarith
  · -- a constant only sees the overlap of the two orbitals
    have h : (φ * ψᵀ) i a = 0 := by rw [orth]; rfl
    simp only [Matrix.mul_apply, Matrix.transpose_apply] at h
    calc transitionElement φ ψ (fun _ => c) i a = c * ∑ x, φ i x * ψ a x := by
          rw [transitionElement, Finset.mul_sum]
          exact Finset.sum_congr rfl fun x _ => by ring
      _ = 0 := by rw [h, mul_zero]

/-- Let the occupied orbitals lie below the virtual ones and be orthogonal to them, and let all
orbitals together resolve the identity on the grid. Then `v` gives no density response exactly
when it agrees at any two points joined by a nonzero element of the density matrix `φᵀ * φ`. -/
theorem chi0_kernel_iff_density [DecidableEq X] (φ : Matrix O X ℝ) (ψ : Matrix V X ℝ)
    (e : O → ℝ) (ε : V → ℝ) (gap : ∀ i a, e i < ε a) (orth : φ * ψᵀ = 0)
    (complete : φᵀ * φ + ψᵀ * ψ = 1) (v : X → ℝ) :
    chi0 φ ψ e ε *ᵥ v = 0 ↔ ∀ x y, (φᵀ * φ) x y ≠ 0 → v x = v y := by
  have he : ∀ i a, (φ * diagonal v * ψᵀ) i a = transitionElement φ ψ v i a := by
    intro i a
    rw [Matrix.mul_apply]
    refine Finset.sum_congr rfl fun x _ => ?_
    rw [Matrix.mul_diagonal, Matrix.transpose_apply]
  rw [chi0_kernel_iff φ ψ e ε gap]
  constructor
  · intro h x y hxy
    have hz : φ * diagonal v * ψᵀ = 0 := by
      ext i a
      rw [he, h]
      rfl
    have h1 : φᵀ * φ * diagonal v = φᵀ * φ * diagonal v * (φᵀ * φ) := by
      calc φᵀ * φ * diagonal v = φᵀ * φ * diagonal v * (φᵀ * φ + ψᵀ * ψ) := by
            rw [complete, Matrix.mul_one]
        _ = φᵀ * φ * diagonal v * (φᵀ * φ) + φᵀ * (φ * diagonal v * ψᵀ) * ψ := by
            rw [Matrix.mul_add]
            simp only [Matrix.mul_assoc]
        _ = _ := by rw [hz, Matrix.mul_zero, Matrix.zero_mul, add_zero]
    -- the transposed relation shows that `v` commutes with the density matrix
    have h2 := congrArg Matrix.transpose h1
    simp only [Matrix.transpose_mul, Matrix.transpose_transpose, Matrix.diagonal_transpose,
      Matrix.mul_assoc] at h1 h2
    have hc : φᵀ * φ * diagonal v = diagonal v * (φᵀ * φ) := by
      rw [Matrix.mul_assoc]
      exact h1.trans h2.symm
    have hxy' : (φᵀ * φ * diagonal v) x y = (diagonal v * (φᵀ * φ)) x y := by rw [hc]
    rw [Matrix.mul_diagonal, Matrix.diagonal_mul, mul_comm] at hxy'
    exact (mul_right_cancel₀ hxy hxy').symm
  · intro h i a
    have hc : φᵀ * φ * diagonal v = diagonal v * (φᵀ * φ) := by
      ext x y
      rw [Matrix.mul_diagonal, Matrix.diagonal_mul]
      by_cases hp : (φᵀ * φ) x y = 0
      · rw [hp, zero_mul, mul_zero]
      · rw [h x y hp, mul_comm]
    -- the density matrix reproduces the occupied orbitals
    have h0 : φ * (φᵀ * φ) = φ := by
      calc φ * (φᵀ * φ) = φ * (φᵀ * φ) + φ * ψᵀ * ψ := by
            rw [orth, Matrix.zero_mul, add_zero]
        _ = φ * (φᵀ * φ + ψᵀ * ψ) := by rw [Matrix.mul_add, Matrix.mul_assoc φ ψᵀ ψ]
        _ = φ := by rw [complete, Matrix.mul_one]
    have hz : φ * diagonal v * ψᵀ = 0 := by
      calc φ * diagonal v * ψᵀ = φ * (φᵀ * φ) * diagonal v * ψᵀ := by rw [h0]
        _ = φ * (φᵀ * φ * diagonal v) * ψᵀ := by simp only [Matrix.mul_assoc]
        _ = φ * diagonal v * φᵀ * (φ * ψᵀ) := by
            rw [hc]
            simp only [Matrix.mul_assoc]
        _ = 0 := by rw [orth, Matrix.mul_zero]
    rw [← he, hz]
    rfl

/-- Let the occupied orbitals lie below the virtual ones and be orthogonal to them, let all orbitals
together resolve the identity on the grid, and let chains of nonzero elements of the density matrix
`φᵀ * φ` connect all grid points. Then the potentials without density response are exactly the
constant ones. -/
theorem chi0_kernel_constant [DecidableEq X] (φ : Matrix O X ℝ) (ψ : Matrix V X ℝ)
    (e : O → ℝ) (ε : V → ℝ) (gap : ∀ i a, e i < ε a) (orth : φ * ψᵀ = 0)
    (complete : φᵀ * φ + ψᵀ * ψ = 1)
    (connected : ∀ x y, Relation.ReflTransGen (fun r s => (φᵀ * φ) r s ≠ 0) x y)
    (v : X → ℝ) :
    chi0 φ ψ e ε *ᵥ v = 0 ↔ ∀ x y, v x = v y := by
  rw [chi0_kernel_iff_density φ ψ e ε gap orth complete]
  constructor
  · intro h x y
    have hxy := connected x y
    induction hxy with
    | refl => rfl
    | tail _ hbc ih => exact ih.trans (h _ _ hbc)
  · intro h x y _
    exact h x y

/-- The occupied orbital of a polar two-site dimer. -/
def dimerOcc : Matrix (Fin 1) (Fin 2) ℝ := !![3 / 5, 4 / 5]

/-- The virtual orbital of the polar two-site dimer. -/
def dimerVirt : Matrix (Fin 1) (Fin 2) ℝ := !![-4 / 5, 3 / 5]

/-- The orbitals of the polar dimer are orthogonal and complete, and its density matrix
connects the two sites. -/
theorem chi0_kernel_constant_witness :
    dimerOcc * dimerVirtᵀ = 0 ∧ dimerOccᵀ * dimerOcc + dimerVirtᵀ * dimerVirt = 1 ∧
    ∀ x y, Relation.ReflTransGen (fun r s => (dimerOccᵀ * dimerOcc) r s ≠ 0) x y := by
  refine ⟨?_, ?_, fun x y => Relation.ReflTransGen.single ?_⟩
  · ext i j
    fin_cases i
    fin_cases j
    norm_num [dimerOcc, dimerVirt, Matrix.mul_apply, Fin.sum_univ_succ]
  · ext i j
    fin_cases i <;> fin_cases j <;>
      norm_num [dimerOcc, dimerVirt, Matrix.mul_apply, Fin.sum_univ_succ]
  · fin_cases x <;> fin_cases y <;>
      norm_num [dimerOcc, Matrix.mul_apply, Fin.sum_univ_succ]

end

end IndependentParticleResponse
```

```lean
#print axioms IndependentParticleResponse.chi0_kernel_iff
#print axioms IndependentParticleResponse.chi0_structure
#print axioms IndependentParticleResponse.chi0_kernel_constant
```

```
'IndependentParticleResponse.chi0_kernel_iff' depends on axioms: [propext, Classical.choice, Quot.sound]
'IndependentParticleResponse.chi0_structure' depends on axioms: [propext, Classical.choice, Quot.sound]
'IndependentParticleResponse.chi0_kernel_constant' depends on axioms: [propext, Classical.choice, Quot.sound]
```

## How the Lean proofs match the algebra

`chi0_mulVec` expands the matrix–vector product and uses `Finset.sum_comm` to move the grid sum inside the pair sums, where it forms $v_{ia}$. `chi0_quadratic` does the same with the outer grid sum; its auxiliary fact `key` recognises the second transition element.

In `chi0_kernel_iff`, the forward direction inserts $\chi_0v=0$ into the quadratic form. `Finset.sum_eq_zero_iff_of_nonneg` is applied twice, first to the sum over occupied orbitals and then to the sum over virtual ones. The positive gap then removes the denominator, and the square gives $v_{ia}=0$. The reverse direction substitutes zeros into `chi0_mulVec`.

`chi0_rank_le` defines the factors `M` and `N`, checks their product entrywise, and bounds its rank by the number of columns of `M`. `chi0_structure` assembles these results, and its last block reduces the matrix element of a constant to an orbital overlap.

In `chi0_kernel_iff_density`, `he` identifies the entries of $\phi D\psi^T$ with the transition elements. In the forward direction, `h1` is $PD=PDP$, `h2` is its transpose, and `hc` is the commutation relation. Cancelling the nonzero element $P_{xy}$ gives equal potentials. In the reverse direction, a case split on whether $P_{xy}$ vanishes proves commutation, `h0` is $\phi P=\phi$, and `hz` is the final chain of equalities.

`chi0_kernel_constant` is an induction along the chain from $x$ to $y$: the empty chain gives $v(x)=v(x)$, and each further link extends the equality by one point. `chi0_kernel_constant_witness` checks the orbital hypotheses for the first two-site example entry by entry. Any two levels in the right order supply the gap.
